# Delocalisation error from a convex fragment energy

Take two identical fragments, far enough apart not to interact, and one electron. Let $f(x)$ be the energy of a single fragment holding $x$ electrons, with $0 \le x \le 1$ and $f(0) = 0$. If the electron sits on one fragment, the total energy is $f(1) + f(0) = f(1)$. If it is shared evenly, the total is $2f(1/2)$. When $f$ is convex, its value at the midpoint is at most the average of its end values:

$$f(1/2) \le \tfrac12 f(0) + \tfrac12 f(1) = \tfrac12 f(1), \qquad\text{so}\qquad 2f(1/2) \le f(1).$$

The shared electron is never higher in energy than the localised one, and it is strictly lower if $f$ lies below its chord at $1/2$.

## The claim

For $K$ fragments, let $E_K = K f(1/K)$ be the energy of one electron spread evenly over them. Suppose that $f$ is convex on $[0,1]$, that $f(0) = 0$, and that $f$ has a finite right derivative $d$ at $0$. Then, for $K \ge 1$:

- $E_K$ is nonincreasing in $K$;
- $d \le E_K \le f(1)$;
- $E_K \to d$ as $K \to \infty$.

Three further statements complete the picture. The even split has the lowest energy among all distributions of one electron over $K$ fragments. For $K \ge 2$, $E_K = f(1)$ holds exactly when $f$ is linear on $[0,1]$. The quadratic energy $f(x) = ax + bx^2$ with $b \ge 0$ is convex and gives $E_K = a + b/K$.

In density functional theory, the exact ground-state energy of an isolated system is linear in the electron number between neighbouring integers, whereas many approximate functionals give a curve that is convex over most of such an interval. For non-interacting identical fragments, the result shows how convexity favours spreading the electron out. Convexity on all of $[0,1]$ is an assumption about $f$ here; it is not derived from any functional. In the local density approximation it fails close to $x = 0$: for a density of fixed shape the exchange energy varies as $-x^{4/3}$, which outweighs the $x^2$ of the Hartree energy there and makes the curve concave. Monotonicity and the lower bound $d$ then need not hold for large $K$.

## Derivation by hand

**Scaling.** Let $0 \le t \le 1$ and $x \in [0,1]$. Since $tx = t\,x + (1-t)\,0$, convexity and $f(0)=0$ give

$$f(tx) \le t f(x) + (1-t) f(0) = t f(x).$$

**Monotonicity.** Let $1 \le K \le L$. The share $1/L$ is the fraction $t = K/L$ of the share $1/K$, so $f(1/L) \le (K/L) f(1/K)$. Multiplying by $L$ gives $E_L \le E_K$. Since $E_1 = f(1)$, comparison with one fragment gives $E_K \le f(1)$.

**Limit and lower bound.** Because $f(0) = 0$,

$$E_K = \frac{f(1/K) - f(0)}{1/K - 0}.$$

This is a difference quotient at $0$, taken along points that approach $0$ from the right, so it tends to $d$. A nonincreasing sequence never falls below its limit, hence $d \le E_K$.

**Optimality of the even split.** Let $n_i \ge 0$ be the electron numbers of the fragments, with $\sum_i n_i = 1$. Jensen's inequality with equal weights reads

$$f\Big(\frac1K \sum_i n_i\Big) \le \frac1K \sum_i f(n_i).$$

The left side is $f(1/K)$, and multiplication by $K$ gives $E_K \le \sum_i f(n_i)$.

**Equality.** Let $K \ge 2$. If $f(x) = x f(1)$ on $[0,1]$, then $E_K = K \cdot \frac1K f(1) = f(1)$. Conversely, suppose $E_K = f(1)$, so that $f(1/K) = \frac1K f(1)$: the curve touches its chord at an interior point. Scaling from $1$ already gives $f(x) \le x f(1)$. For the reverse inequality there are two cases.

If $x \ge 1/K$, then $1/K$ is the fraction $1/(Kx)$ of $x$, so

$$\frac1K f(1) = f(1/K) \le \frac{1}{Kx} f(x), \qquad\text{hence}\qquad x f(1) \le f(x).$$

If $x < 1/K$, put $s = (1 - 1/K)/(1-x)$. Then $0 < s \le 1$ and $1/K = s x + (1-s)$. Convexity between $x$ and $1$ gives

$$\big(sx + 1 - s\big) f(1) = f(1/K) \le s f(x) + (1-s) f(1).$$

Subtracting $(1-s) f(1)$ and dividing by $s$ leaves $x f(1) \le f(x)$.

**Quadratic energy.** For $s, t \ge 0$ with $s + t = 1$, the linear term cancels and

$$s f(x) + t f(y) - f(sx + ty) = b\,s\,t\,(x-y)^2 \ge 0.$$

Moreover $E_K = K(a/K + b/K^2) = a + b/K$, which for $b > 0$ falls from $f(1) = a + b$ towards the slope $a$ at zero, and for $b = 0$ stays equal to $a$.

**Without convexity.** The concave energy $f(x) = -x^2$ has $f(0) = 0$ and $d = 0$, but $E_K = -1/K$. This rises with $K$ and lies above $f(1) = -1$ for every $K \ge 2$, so the localised electron is favoured instead.

## The formal development

The file works in Mathlib and opens the namespaces for filters and topology, which supply the language of limits.

```lean
import Mathlib

open Filter Topology

namespace DelocalisationError

noncomputable section
```

The energy $E_K$ becomes `spreadEnergy f K`. The fragment energy is a function `f : ℝ → ℝ` on all reals, though only its values on $[0,1]$ matter below. The number of fragments is a natural number, and it is converted to a real number before the division. The energy is a plain sum over fragments, which is where the absence of interaction enters. No unit of energy is fixed.

```lean
/-- The energy of one electron spread evenly over `K` identical, non-interacting fragments,
each with energy `f x` at electron number `x`. -/
def spreadEnergy (f : ℝ → ℝ) (K : ℕ) : ℝ := K * f (1 / K)
```

The first lemma places the share $1/K$ in the interval where convexity is available.

```lean
/-- The share `1 / K` of one electron is an electron number between 0 and 1. -/
lemma share_mem {K : ℕ} (hK : 1 ≤ K) : (1 / K : ℝ) ∈ Set.Icc (0 : ℝ) 1 := by
  have h1 : (1 : ℝ) ≤ K := by exact_mod_cast hK
  have h0 : (0 : ℝ) < K := by linarith
  exact ⟨by positivity, (div_le_one h0).mpr h1⟩
```

The scaling step follows. `ConvexOn ℝ (Set.Icc 0 1) f` says that $f$ is convex on the closed interval $[0,1]$, and its second component `hf.2` is the convexity inequality itself. The proof applies it to the points $x$ and $0$ with weights $t$ and $1-t$, then removes the terms that vanish because of `h0`.

```lean
/-- For a convex energy with `f 0 = 0`, scaling an electron number in `[0, 1]` by a factor
`t` with `0 ≤ t ≤ 1` brings the energy
to at most `t` times its value. -/
theorem energy_scaling {f : ℝ → ℝ} (hf : ConvexOn ℝ (Set.Icc 0 1) f) (h0 : f 0 = 0)
    {t x : ℝ} (ht0 : 0 ≤ t) (ht1 : t ≤ 1) (hx : x ∈ Set.Icc (0 : ℝ) 1) :
    f (t * x) ≤ t * f x := by
  have hz : (0 : ℝ) ∈ Set.Icc (0 : ℝ) 1 := ⟨le_refl 0, zero_le_one⟩
  have h := hf.2 hx hz ht0 (sub_nonneg.mpr ht1) (by ring)
  simpa only [smul_eq_mul, h0, mul_zero, add_zero] using h
```

Monotonicity uses the scaling lemma with $t = K/L$ at the point $1/K$. The equation `e` identifies the scaled point as $1/L$, and the `calc` block multiplies the inequality by $L$.

The hypothesis `1 ≤ K` is easy to forget in this statement. Lean evaluates `spreadEnergy f 0` to $0$, so a version that allowed $K = 0$ would claim $E_L \le 0$ for every $L$. That is false for $f(x) = x$, where $E_L = 1$ for all $L \ge 1$.

```lean
/-- For a convex fragment energy with `f 0 = 0`, spreading the electron over `L` fragments
instead of `K`, with `1 ≤ K ≤ L`, never raises the energy. -/
theorem spreadEnergy_antitone {f : ℝ → ℝ} (hf : ConvexOn ℝ (Set.Icc 0 1) f) (h0 : f 0 = 0)
    {K L : ℕ} (hK : 1 ≤ K) (hKL : K ≤ L) : spreadEnergy f L ≤ spreadEnergy f K := by
  have hK0 : (0 : ℝ) < K := by exact_mod_cast hK
  have hle : (K : ℝ) ≤ L := by exact_mod_cast hKL
  have hL0 : (0 : ℝ) < L := by linarith
  -- the share 1/L is the fraction K/L of the share 1/K
  have h := energy_scaling hf h0 (t := (K : ℝ) / L) (by positivity)
    ((div_le_one hL0).mpr hle) (share_mem hK)
  have e : (K : ℝ) / L * (1 / K) = 1 / L := by field_simp
  rw [e] at h
  unfold spreadEnergy
  calc (L : ℝ) * f (1 / L) ≤ L * ((K : ℝ) / L * f (1 / K)) :=
        mul_le_mul_of_nonneg_left h hL0.le
    _ = K * f (1 / K) := by
        rw [← mul_assoc, mul_div_cancel₀ _ hL0.ne']
```

The limit needs no convexity. The hypothesis `HasDerivWithinAt f d (Set.Ioi 0) 0` says that $f$ has derivative $d$ at $0$ when approached through positive numbers. Since `d` is a real number, an infinite slope is excluded: $f(x) = -\sqrt{x}$ is convex on $[0,1]$ with $f(0)=0$, but its $E_K = -\sqrt{K}$ has no finite limit.

The proof rewrites the derivative as a limit of slopes (`hs`), shows that the shares $1/K$ tend to $0$ from the right (`hshare`), and composes the two. The last lines check that the slope at $1/K$ equals `spreadEnergy f K` once $K \ge 1$, which is enough for a limit.

```lean
/-- If `f 0 = 0`, then as the number of fragments grows, the energy of the spread electron
tends to the right
derivative of the fragment energy at zero electrons. -/
theorem spreadEnergy_tendsto {f : ℝ → ℝ} {d : ℝ} (h0 : f 0 = 0)
    (hd : HasDerivWithinAt f d (Set.Ioi 0) 0) :
    Tendsto (spreadEnergy f) atTop (𝓝 d) := by
  have hs := (hasDerivWithinAt_iff_tendsto_slope' (by simp)).mp hd
  -- the shares 1/K approach zero from the right
  have hshare : Tendsto (fun K : ℕ => (1 / K : ℝ)) atTop (𝓝[Set.Ioi 0] 0) := by
    refine tendsto_nhdsWithin_iff.mpr ⟨tendsto_one_div_atTop_nhds_zero_nat, ?_⟩
    filter_upwards [eventually_ge_atTop 1] with K hK
    have hK0 : (0 : ℝ) < K := by exact_mod_cast hK
    exact one_div_pos.mpr hK0
  refine (hs.comp hshare).congr' ?_
  filter_upwards [eventually_ge_atTop 1] with K hK
  have hK0 : (0 : ℝ) < K := by exact_mod_cast hK
  rw [Function.comp_apply, slope_def_field, h0, sub_zero, sub_zero, spreadEnergy,
    div_div_eq_mul_div, div_one, mul_comm]
```

The main theorem joins three statements: monotonicity, the two bounds, and convergence. `Tendsto (spreadEnergy f) atTop (𝓝 d)` is the formal version of $E_K \to d$. For the lower bound, `le_of_tendsto` passes to the limit in $E_L \le E_K$, which holds for all $L \ge K$. The upper bound is monotonicity starting from one fragment, with `e` recording that $E_1 = f(1)$.

The word "error" in the theorem's name refers to the deviation from a straight line, for which $E_K$ would equal $f(1)$ for every $K$. The theorem bounds $E_K$; it does not compare $f$ with the exact energy of a particular system.

```lean
/-- For a convex fragment energy with `f 0 = 0` and for `K ≥ 1`, the energy of one electron
spread over
`K` fragments is nonincreasing in `K`, lies between the right derivative `d` at zero electrons
and the energy `f 1` of the localised electron, and tends to `d`. -/
theorem delocalisation_error {f : ℝ → ℝ} {d : ℝ} (hf : ConvexOn ℝ (Set.Icc 0 1) f)
    (h0 : f 0 = 0) (hd : HasDerivWithinAt f d (Set.Ioi 0) 0) :
    (∀ K L : ℕ, 1 ≤ K → K ≤ L → spreadEnergy f L ≤ spreadEnergy f K) ∧
    (∀ K : ℕ, 1 ≤ K → d ≤ spreadEnergy f K ∧ spreadEnergy f K ≤ f 1) ∧
    Tendsto (spreadEnergy f) atTop (𝓝 d) := by
  have hlim := spreadEnergy_tendsto h0 hd
  refine ⟨fun K L hK hKL => spreadEnergy_antitone hf h0 hK hKL, fun K hK => ⟨?_, ?_⟩, hlim⟩
  · -- a nonincreasing sequence stays above its limit
    refine le_of_tendsto hlim ?_
    filter_upwards [eventually_ge_atTop K] with L hL
    exact spreadEnergy_antitone hf h0 hK hL
  · have h := spreadEnergy_antitone hf h0 (le_refl 1) hK
    have e : spreadEnergy f 1 = f 1 := by simp [spreadEnergy]
    rwa [e] at h
```

In the next theorem a distribution of the electron is a function `n : Fin K → ℝ`, giving one electron number per fragment, with the fragments labelled from $0$ to $K-1$. The numbers are nonnegative and add up to one. This rules out $K = 0$, since an empty sum is zero, and it forces each $n_i$ to be at most one, which is recorded in `hmem`. Mathlib's form of Jensen's inequality, `map_sum_le`, is applied with all weights equal to $1/K$. Neither `f 0 = 0` nor the derivative is needed. The theorem says that the even split is a minimiser, not that it is the only one; for linear $f$ all distributions have the same energy.

```lean
/-- Among all distributions of one electron over `K` identical fragments with convex energy,
the even one has the lowest total energy. -/
theorem even_spread_minimal {f : ℝ → ℝ} (hf : ConvexOn ℝ (Set.Icc 0 1) f) {K : ℕ}
    (n : Fin K → ℝ) (hn : ∀ i, 0 ≤ n i) (hsum : ∑ i, n i = 1) :
    spreadEnergy f K ≤ ∑ i, f (n i) := by
  have hK : K ≠ 0 := by
    rintro rfl
    simp at hsum
  have hK0 : (0 : ℝ) < K := by exact_mod_cast Nat.pos_of_ne_zero hK
  have hmem : ∀ i ∈ Finset.univ, n i ∈ Set.Icc (0 : ℝ) 1 := fun i hi =>
    ⟨hn i, hsum ▸ Finset.single_le_sum (fun j _ => hn j) hi⟩
  -- Jensen's inequality with equal weights 1/K
  have h := hf.map_sum_le (t := Finset.univ) (w := fun _ : Fin K => (1 / K : ℝ)) (p := n)
    (fun _ _ => by positivity) (by simp [hK]) hmem
  simp only [smul_eq_mul] at h
  rw [← Finset.mul_sum, ← Finset.mul_sum, hsum, mul_one] at h
  unfold spreadEnergy
  calc (K : ℝ) * f (1 / K) ≤ K * (1 / K * ∑ i, f (n i)) :=
        mul_le_mul_of_nonneg_left h hK0.le
    _ = ∑ i, f (n i) := by
        rw [← mul_assoc, mul_one_div_cancel hK0.ne', one_mul]
```

The equality statement requires $K \ge 2$, because for $K = 1$ the left side holds for every $f$ and says nothing about linearity. In the proof, `a` stands for $1/K$, and `hfa` states that the curve touches its chord there. `le_antisymm` splits the goal $f(x) = x f(1)$ into two inequalities. The first is the scaling lemma at the point $1$. The second divides into the cases $x < 1/K$ and $x \ge 1/K$, as in the derivation by hand, with the same weight $s$ in the former. In both cases `le_of_mul_le_mul_left` performs the final division by a positive factor. The converse direction substitutes the linear formula at $1/K$.

```lean
/-- For a convex fragment energy with `f 0 = 0`, spreading the electron over `K ≥ 2`
fragments leaves the
energy unchanged exactly when the fragment energy is linear between 0 and 1 electrons. -/
theorem no_error_iff_linear {f : ℝ → ℝ} (hf : ConvexOn ℝ (Set.Icc 0 1) f) (h0 : f 0 = 0)
    {K : ℕ} (hK : 2 ≤ K) :
    spreadEnergy f K = f 1 ↔ ∀ x ∈ Set.Icc (0 : ℝ) 1, f x = x * f 1 := by
  have hK2 : (2 : ℝ) ≤ K := by exact_mod_cast hK
  have hK0 : (0 : ℝ) < K := by linarith
  have h1 : (1 : ℝ) ∈ Set.Icc (0 : ℝ) 1 := ⟨zero_le_one, le_refl 1⟩
  constructor
  · intro h x hx
    obtain ⟨a, ha⟩ : ∃ a : ℝ, a = 1 / K := ⟨_, rfl⟩
    have ha0 : 0 < a := by rw [ha]; positivity
    have ha1 : a < 1 := by rw [ha, div_lt_one hK0]; linarith
    have hfa : f a = a * f 1 := by
      rw [← h, spreadEnergy, ha, ← mul_assoc, one_div_mul_cancel hK0.ne', one_mul]
    apply le_antisymm
    · simpa only [mul_one] using energy_scaling hf h0 hx.1 hx.2 h1
    · rcases lt_or_ge x a with hxa | hxa
      · -- a lies between x and 1
        have hx1 : 0 < 1 - x := by linarith
        obtain ⟨s, hs⟩ : ∃ s : ℝ, s = (1 - a) / (1 - x) := ⟨_, rfl⟩
        have hs0 : 0 < s := by rw [hs]; exact div_pos (by linarith) hx1
        have hs1 : s ≤ 1 := by rw [hs, div_le_one hx1]; linarith
        have hm : s * (1 - x) = 1 - a := by rw [hs, div_mul_cancel₀ _ hx1.ne']
        have e : s * x + (1 - s) * 1 = a := by linear_combination -hm
        have hc := hf.2 hx h1 hs0.le (sub_nonneg.mpr hs1) (by ring)
        simp only [smul_eq_mul] at hc
        rw [e, hfa] at hc
        refine le_of_mul_le_mul_left ?_ hs0
        linear_combination hc + f 1 * e
      · -- a lies between 0 and x
        have hx0 : 0 < x := by linarith
        have hc := energy_scaling hf h0 (t := a / x) (by positivity)
          ((div_le_one hx0).mpr hxa) hx
        rw [div_mul_cancel₀ _ hx0.ne', hfa] at hc
        refine le_of_mul_le_mul_left ?_ (div_pos ha0 hx0)
        rwa [← mul_assoc, div_mul_cancel₀ _ hx0.ne']
  · intro h
    rw [spreadEnergy, h _ (share_mem (by omega)), ← mul_assoc,
      mul_one_div_cancel hK0.ne', one_mul]
```

The last theorem provides a family of energies that satisfy the convexity hypothesis; here `a` and `b` are the coefficients of the quadratic. The term `hp` is the nonnegative quantity $b\,s\,t\,(x-y)^2$, and `linear_combination hp` verifies that it accounts for the whole gap in the convexity inequality. The formula for $E_K$ is then a matter of clearing denominators. For $b > 0$, spreading from one fragment to $K$ lowers the energy by $b(1 - 1/K)$. This tends to $b$ as $K \to \infty$, and half of that limit is already reached with two fragments.

```lean
/-- The quadratic fragment energy `a x + b x²` with `b ≥ 0` is convex, and one electron spread
over `K` such fragments has energy `a + b / K`. -/
theorem quadratic_model (a : ℝ) {b : ℝ} (hb : 0 ≤ b) :
    ConvexOn ℝ (Set.Icc 0 1) (fun x : ℝ => a * x + b * x ^ 2) ∧
    ∀ K : ℕ, 1 ≤ K → spreadEnergy (fun x => a * x + b * x ^ 2) K = a + b / K := by
  constructor
  · refine ⟨convex_Icc 0 1, fun x _ y _ s t hs ht hst => ?_⟩
    have hp : 0 ≤ b * (s * t) * (x - y) ^ 2 := by positivity
    obtain rfl : t = 1 - s := by linarith
    simp only [smul_eq_mul]
    linear_combination hp
  · intro K hK
    have hK0 : (K : ℝ) ≠ 0 := by
      have : (0 : ℝ) < K := by exact_mod_cast hK
      exact this.ne'
    unfold spreadEnergy
    field_simp

end

end DelocalisationError
```

```lean
#print axioms DelocalisationError.delocalisation_error
#print axioms DelocalisationError.even_spread_minimal
#print axioms DelocalisationError.no_error_iff_linear
#print axioms DelocalisationError.quadratic_model
```

```
'DelocalisationError.delocalisation_error' depends on axioms: [propext, Classical.choice, Quot.sound]
'DelocalisationError.even_spread_minimal' depends on axioms: [propext, Classical.choice, Quot.sound]
'DelocalisationError.no_error_iff_linear' depends on axioms: [propext, Classical.choice, Quot.sound]
'DelocalisationError.quadratic_model' depends on axioms: [propext, Classical.choice, Quot.sound]
```
